# On a ring with positive rates, the rate products fix the direction of the stationary current

A single electron hops incoherently around a ring of quantum dots, and each hop can run forwards or backwards. Some hops favour the forward direction and others the backward one. Once the populations have settled, which way does the electron circulate on average?

## One current, and the sign of a difference of products

Label the states \(i = 0, \dots, N-1\), with indices read modulo \(N\). Edge \(i\) joins state \(i\) to state \(i+1\). Its forward rate \(f_i > 0\) takes \(i\) to \(i+1\), and its backward rate \(b_i > 0\) takes \(i+1\) to \(i\). For populations \(p_i\), the net current on edge \(i\) is

\[ J_i = f_i p_i - b_i p_{i+1}. \]

If \(p\) is stationary and every \(p_i\) is positive, all the \(J_i\) equal one number \(J\), and

\[ J > 0 \iff \prod_i f_i > \prod_i b_i . \]

The corresponding equivalences hold for \(J < 0\) and \(J = 0\). When \(N \ge 2\), no single edge decides the direction: a strongly forward-biased step can be outweighed by the others.

## Reading the current from one edge

A master-equation code that reports the steady current of a cycle from a single edge relies on the current being the same on all edges. The spread of the computed \(J_i\) is therefore a check on the stationary solver. The sign gives a second check, which needs only the rates: \(J\) must have the sign of \(\sum_i \ln (f_i/b_i)\), a form that avoids overflow when \(N\) is large. In a kinetic Monte Carlo run that counts the hops of a single particle, the net numbers of forward crossings of any two edges differ by at most one, so their agreement does not show that the run has converged. The sign of the sampled current can still be wrong in a short run, because of statistical error.

For an open quantum system the result gives the direction of the steady population current, provided that the populations obey a closed rate equation with constant positive rates and with transitions only between neighbours on a single ring.

## From the master equation to the products

State \(i\) gains population from its two neighbours and loses it to them:

\[ \dot p_i = f_{i-1} p_{i-1} + b_i p_{i+1} - (f_i + b_{i-1})\, p_i . \]

Grouping the terms by edge gives

\[ \dot p_i = (f_{i-1} p_{i-1} - b_{i-1} p_i) - (f_i p_i - b_i p_{i+1}) = J_{i-1} - J_i . \]

Stationarity thus means \(J_{i-1} = J_i\) for every \(i\), so a walk around the ring finds the same current \(J\) on each edge. Conversely, a common current makes every \(\dot p_i\) vanish.

Suppose \(J > 0\). Then \(f_i p_i > b_i p_{i+1} > 0\) on every edge, and multiplying these inequalities gives

\[ \Big(\prod_i f_i\Big)\Big(\prod_i p_i\Big) > \Big(\prod_i b_i\Big)\Big(\prod_i p_{i+1}\Big). \]

The shift from \(i\) to \(i+1\) only reorders the populations, so \(\prod_i p_{i+1} = \prod_i p_i > 0\). Dividing by this factor leaves \(\prod_i f_i > \prod_i b_i\). In the same way, \(J < 0\) gives \(\prod_i f_i < \prod_i b_i\), and \(J = 0\) gives equality. Since exactly one of the three cases holds for \(J\), and the three outcomes for the products exclude each other, each implication also runs backwards.

A positive stationary vector can be written down for any positive rates. Cut the ring at edge \(i+k\) and multiply the rates that lead towards state \(i\) along the remaining edges. Summing over the cuts gives the weight

\[ w_i = \sum_{k=0}^{N-1} \Big(\prod_{j=0}^{k-1} b_{i+j}\Big)\Big(\prod_{j=k+1}^{N-1} f_{i+j}\Big), \]

where an empty product is 1. To find its current, fix \(i\) and define, for \(k = 0, \dots, N\),

\[ T_k = \Big(\prod_{j=0}^{k-1} b_{i+j}\Big)\Big(\prod_{j=k+1}^{N} f_{i+j}\Big). \]

Because \(f_{i+N} = f_i\), multiplying \(w_i\) by \(f_i\) extends each forward product by one factor, so \(f_i w_i = \sum_{k=0}^{N-1} T_k\). In \(b_i w_{i+1}\) the factor \(b_i\) extends each backward product at its start, so \(b_i w_{i+1} = \sum_{k=0}^{N-1} T_{k+1}\). The difference telescopes:

\[ f_i w_i - b_i w_{i+1} = T_0 - T_N = \prod_x f_x - \prod_x b_x . \]

The right-hand side does not depend on \(i\), so \(w\) is stationary. Its entries are sums of positive terms. With \(Z = \sum_i w_i\), the normalised populations are \(p_i = w_i/Z\), and their current is

\[ J = \frac{\prod_x f_x - \prod_x b_x}{Z}. \]

## The Lean file

```lean
import Mathlib

open Finset

namespace RingCurrent

noncomputable section

variable {N : ℕ}

/-- Net probability current on the edge from state `i` to state `i + 1` of the ring. -/
def edgeCurrent (f b p : ZMod N → ℝ) (i : ZMod N) : ℝ :=
  f i * p i - b i * p (i + 1)

/-- Right-hand side of the master equation: gain of state `i` from its two neighbours
minus its loss to them. -/
def populationRate (f b p : ZMod N → ℝ) (i : ZMod N) : ℝ :=
  f (i - 1) * p (i - 1) + b i * p (i + 1) - (f i + b (i - 1)) * p i

/-- A vector is stationary if the master equation leaves every population unchanged. -/
def IsStationary (f b p : ZMod N → ℝ) : Prop :=
  ∀ i, populationRate f b p i = 0

/-- The weight of state `i`: a sum over the edge that is cut, each term being the product of
the rates that lead towards `i` along the remaining edges. -/
def treeWeight (f b : ZMod N → ℝ) (i : ZMod N) : ℝ :=
  ∑ k ∈ range N, (∏ j ∈ range k, b (i + (j : ZMod N))) *
    ∏ j ∈ Ico (k + 1) N, f (i + (j : ZMod N))

/-- The population of a state changes by the current flowing in minus the current
flowing out. -/
theorem populationRate_eq_current_difference (f b p : ZMod N → ℝ) (i : ZMod N) :
    populationRate f b p i = edgeCurrent f b p (i - 1) - edgeCurrent f b p i := by
  simp only [populationRate, edgeCurrent, sub_add_cancel]
  ring

/-- A vector is stationary exactly when every edge of the ring carries the same current. -/
theorem isStationary_iff_uniform_current [NeZero N] (f b p : ZMod N → ℝ) :
    IsStationary f b p ↔ ∃ J : ℝ, ∀ i, edgeCurrent f b p i = J := by
  constructor
  · intro h
    -- walk around the ring, one state at a time
    have step : ∀ n : ℕ, edgeCurrent f b p (n : ZMod N) = edgeCurrent f b p 0 := by
      intro n
      induction n with
      | zero => rw [Nat.cast_zero]
      | succ n ih =>
        have h1 := h ((n : ZMod N) + 1)
        rw [populationRate_eq_current_difference, add_sub_cancel_right] at h1
        rw [Nat.cast_succ]
        linarith
    refine ⟨edgeCurrent f b p 0, fun i => ?_⟩
    have h2 := step i.val
    rwa [ZMod.natCast_zmod_val] at h2
  · rintro ⟨J, hJ⟩ i
    rw [populationRate_eq_current_difference, hJ, hJ, sub_self]

/-- For positive rates, a positive stationary vector carries one common current `J` on all
edges, and the sign of `J` is that of the product of the forward rates minus the product of
the backward rates. -/
theorem ring_current_direction [NeZero N] (f b p : ZMod N → ℝ)
    (hf : ∀ i, 0 < f i) (hb : ∀ i, 0 < b i) (hp : ∀ i, 0 < p i)
    (hst : IsStationary f b p) :
    ∃ J : ℝ, (∀ i, edgeCurrent f b p i = J) ∧
      (0 < J ↔ ∏ i, b i < ∏ i, f i) ∧
      (J < 0 ↔ ∏ i, f i < ∏ i, b i) ∧
      (J = 0 ↔ ∏ i, f i = ∏ i, b i) := by
  obtain ⟨J, hJ⟩ := (isStationary_iff_uniform_current f b p).1 hst
  have hJ' : ∀ i, f i * p i - b i * p (i + 1) = J := hJ
  have hP : 0 < ∏ i, p i := prod_pos fun i _ => hp i
  -- the populations contribute the same factor to both products of fluxes
  have hF : ∏ i, (f i * p i) = (∏ i, f i) * ∏ i, p i := prod_mul_distrib
  have hshift : ∏ i : ZMod N, p (i + 1) = ∏ i, p i :=
    Equiv.prod_comp (Equiv.addRight (1 : ZMod N)) p
  have hB : ∏ i, (b i * p (i + 1)) = (∏ i, b i) * ∏ i, p i := by
    rw [prod_mul_distrib, hshift]
  have pos : 0 < J → ∏ i, b i < ∏ i, f i := by
    intro h
    have h1 : ∏ i, (b i * p (i + 1)) < ∏ i, (f i * p i) :=
      prod_lt_prod_of_nonempty (fun i _ => mul_pos (hb i) (hp (i + 1)))
        (fun i _ => by linarith [hJ' i]) univ_nonempty
    rw [hB, hF] at h1
    exact lt_of_mul_lt_mul_right h1 hP.le
  have neg : J < 0 → ∏ i, f i < ∏ i, b i := by
    intro h
    have h1 : ∏ i, (f i * p i) < ∏ i, (b i * p (i + 1)) :=
      prod_lt_prod_of_nonempty (fun i _ => mul_pos (hf i) (hp i))
        (fun i _ => by linarith [hJ' i]) univ_nonempty
    rw [hB, hF] at h1
    exact lt_of_mul_lt_mul_right h1 hP.le
  have zero : J = 0 → ∏ i, f i = ∏ i, b i := by
    intro h
    have h1 : ∏ i, (f i * p i) = ∏ i, (b i * p (i + 1)) :=
      prod_congr rfl fun i _ => by linarith [hJ' i]
    rw [hB, hF] at h1
    exact mul_right_cancel₀ hP.ne' h1
  -- the three cases exclude each other, so each implication is an equivalence
  refine ⟨J, hJ, ⟨pos, fun h => ?_⟩, ⟨neg, fun h => ?_⟩, ⟨zero, fun h => ?_⟩⟩
  · rcases lt_trichotomy J 0 with h' | h' | h'
    · exact absurd (neg h') (lt_asymm h)
    · exact absurd (zero h') h.ne'
    · exact h'
  · rcases lt_trichotomy J 0 with h' | h' | h'
    · exact h'
    · exact absurd (zero h') h.ne
    · exact absurd (pos h') (lt_asymm h)
  · rcases lt_trichotomy J 0 with h' | h' | h'
    · exact absurd h (neg h').ne
    · exact h'
    · exact absurd h (pos h').ne'

/-- A product taken once around the ring does not depend on the starting state. -/
theorem prod_around_ring [NeZero N] (g : ZMod N → ℝ) (i : ZMod N) :
    ∏ j ∈ range N, g (i + (j : ZMod N)) = ∏ x, g x := by
  have h1 : ∏ x : ZMod N, g (i + x) = ∏ x, g x := Equiv.prod_comp (Equiv.addLeft i) g
  rw [← h1]
  exact prod_nbij' (fun j : ℕ => (j : ZMod N)) ZMod.val
    (fun _ _ => mem_univ _) (fun x _ => mem_range.2 (ZMod.val_lt x))
    (fun j hj => by
      show ZMod.val (j : ZMod N) = j
      rw [ZMod.val_natCast, Nat.mod_eq_of_lt (mem_range.1 hj)])
    (fun x _ => ZMod.natCast_zmod_val x) (fun _ _ => rfl)

/-- With the tree weights as populations, the current on every edge is the product of the
forward rates minus the product of the backward rates. -/
theorem treeWeight_current [NeZero N] (f b : ZMod N → ℝ) (i : ZMod N) :
    edgeCurrent f b (treeWeight f b) i = ∏ x, f x - ∏ x, b x := by
  have e : ∀ j : ℕ, i + ((j + 1 : ℕ) : ZMod N) = i + 1 + (j : ZMod N) := by
    intro j
    push_cast
    ring
  have hF : ∀ k : ℕ, ∏ j ∈ Ico (k + 1) (N + 1), f (i + (j : ZMod N)) =
      ∏ j ∈ Ico k N, f (i + 1 + (j : ZMod N)) := fun k =>
    (prod_Ico_add' (fun j : ℕ => f (i + (j : ZMod N))) k N 1).symm.trans
      (prod_congr rfl fun j _ => by simp only [e])
  have hB : ∀ k : ℕ, ∏ j ∈ range (k + 1), b (i + (j : ZMod N)) =
      (∏ j ∈ range k, b (i + 1 + (j : ZMod N))) * b i := by
    intro k
    simp only [prod_range_succ', e, Nat.cast_zero, add_zero]
  -- both fluxes are sums of the same terms `T k`, shifted by one
  obtain ⟨T, hT⟩ : ∃ T : ℕ → ℝ, ∀ k, T k = (∏ j ∈ range k, b (i + (j : ZMod N))) *
      ∏ j ∈ Ico (k + 1) (N + 1), f (i + (j : ZMod N)) := ⟨_, fun _ => rfl⟩
  have h1 : f i * treeWeight f b i = ∑ k ∈ range N, T k := by
    rw [treeWeight, mul_sum]
    refine sum_congr rfl fun k hk => ?_
    rw [hT, prod_Ico_succ_top (Nat.succ_le_of_lt (mem_range.1 hk)),
      ZMod.natCast_self, add_zero]
    ring
  have h2 : b i * treeWeight f b (i + 1) = ∑ k ∈ range N, T (k + 1) := by
    rw [treeWeight, mul_sum]
    refine sum_congr rfl fun k _ => ?_
    rw [hT, hB, hF]
    ring
  have h0 : T 0 = ∏ x, f x := by
    rw [hT, hF, range_zero, prod_empty, one_mul, ← range_eq_Ico, prod_around_ring]
  have hN : T N = ∏ x, b x := by
    rw [hT, Ico_self, prod_empty, mul_one, prod_around_ring]
  rw [edgeCurrent, h1, h2, ← sum_sub_distrib, sum_range_sub', h0, hN]

/-- For all positive rates the tree weights form a positive stationary vector. -/
theorem treeWeight_pos_and_stationary [NeZero N] (f b : ZMod N → ℝ)
    (hf : ∀ i, 0 < f i) (hb : ∀ i, 0 < b i) :
    (∀ i, 0 < treeWeight f b i) ∧ IsStationary f b (treeWeight f b) := by
  refine ⟨fun i => ?_, (isStationary_iff_uniform_current _ _ _).2
    ⟨_, treeWeight_current f b⟩⟩
  exact sum_pos (fun k _ => mul_pos (prod_pos fun j _ => hb _) (prod_pos fun j _ => hf _))
    ⟨0, mem_range.2 (Nat.pos_of_ne_zero (NeZero.ne N))⟩

end

end RingCurrent
```

```lean
#print axioms RingCurrent.ring_current_direction
-- 'RingCurrent.ring_current_direction' depends on axioms: [propext, Classical.choice, Quot.sound]
#print axioms RingCurrent.treeWeight_pos_and_stationary
-- 'RingCurrent.treeWeight_pos_and_stationary' depends on axioms: [propext, Classical.choice, Quot.sound]
```

## How the Lean statements describe the ring

The type `ZMod N` holds the states, and its addition is cyclic, so `i + 1` after the last state is the first. The condition `[NeZero N]` excludes \(N = 0\), and every positive \(N\) is covered. For \(N = 2\) the two edges are separate channels between the same pair of states. For \(N = 1\) the only edge leads from the state back to itself.

Rates and populations are real-valued functions on `ZMod N`. The convention to match in a code is that `b i` belongs to edge `i` and is the rate out of state `i + 1`. An array that stores backward rates by their state of departure has to be shifted by one place.

`populationRate` is the right-hand side of the master equation, and `IsStationary` says that it vanishes at every state. In `ring_current_direction`, the hypotheses `hf` and `hb` say that every step can occur in both directions, and `hp` says that every state is occupied. The conclusion supplies a number `J` that equals the current on every edge, together with the three equivalences for its sign. Normalisation is not required, since rescaling \(p\) by a positive factor leaves the sign of \(J\) unchanged.

## How the proof follows the derivation

`populationRate_eq_current_difference` is the grouping by edge, which `ring` verifies. `isStationary_iff_uniform_current` performs the walk around the ring as an induction on the number of steps from state 0. It needs no positivity, and so holds for any real rates and populations.

In `ring_current_direction`, `hF` and `hB` factor the two products of fluxes, and `hshift` expresses the reordering of the populations. The steps `pos`, `neg` and `zero` are the three implications from \(J\) to the products. The strict ones multiply the edge inequalities with `prod_lt_prod_of_nonempty` and then cancel the positive population factor. The calls to `lt_trichotomy` supply the converses by excluding the two wrong cases.

`prod_around_ring` shows that a product taken once around the ring is independent of its starting state. `treeWeight_current` uses this to evaluate the two ends of the telescoping sum: `h1` and `h2` write the two fluxes as sums over `T k` and `T (k + 1)`, and `sum_range_sub'` collapses their difference. `treeWeight_pos_and_stationary` adds positivity, so the hypotheses on `p` in the main theorem can be satisfied for every choice of positive rates.

## Exact stationary states of a single cycle

The theorems concern exact real numbers and time-independent rates. They set no bound on rounding error, which matters when the two products nearly coincide, and they do not describe the approach to the stationary state. Networks with branches or several cycles are not covered. The direction theorem also leaves out rings in which a rate vanishes, although the equivalence between stationarity and a uniform current, and the current formula for the tree weights, hold for all real rates.

The file constructs a positive stationary vector but contains no uniqueness theorem. The direction does not depend on one: `ring_current_direction` applies to every positive stationary vector, so all of them carry a current of the same sign for given rates.
